# Occupations between 0 and 1 for antisymmetric wave functions in a finite spin-orbital basis

## Fermions, orbitals and the density matrix

Take $N$ identical fermions and $d$ orthonormal one-particle basis states. These are spin orbitals: spin is part of the label. A configuration $x=(x_i)$ assigns a label to each particle, and the wave function gives it the amplitude $\Psi(x)\in\mathbb C$. Write $x^{i\to q}$ for $x$ with $x_i$ replaced by $q$.

Inner products are conjugate-linear in the first argument. Normalisation means $\sum_x|\Psi(x)|^2=1$, where the sum runs over all $d^N$ configurations and not only over ordered ones. The one-particle density matrix is

$$\gamma_{pq}=\sum_i\gamma^{(i)}_{pq},\qquad \gamma^{(i)}_{pq}=\sum_{x:\,x_i=p}\Psi(x)\,\Psi(x^{i\to q})^* .$$

Its trace is $N$; some texts scale it to trace 1.

Any normalised combination of the basis states is again a spin orbital. Its coefficients form a unit vector $v\in\mathbb C^d$, and its mean number of fermions is $\langle v,\gamma v\rangle$. How large can this number be?

## The bound and its Lean reading

For normalised antisymmetric $\Psi$ and unit $v$,

$$0\le\langle v,\gamma v\rangle\le 1 .$$

Antisymmetry, the general form of the Pauli principle, is assumed here: it is the postulate that exchanging two identical fermions reverses the sign of the amplitude. The limit of one fermion per spin orbital is derived from it.

In `pauli_bound` the ingredients appear as follows.

- `WaveFn N d` is the type of functions from configurations `Fin N → Fin d` to `ℂ`.
- `IsFermionic Ψ` says that permuting the particles multiplies `Ψ` by the sign of the permutation.
- `star Ψ ⬝ᵥ Ψ = 1` and `star v ⬝ᵥ v = 1` are the two normalisations.
- `densityMatrix Ψ` is $\gamma$, and `particleDensity Ψ i` is $\gamma^{(i)}$.
- The inequalities use the order on `ℂ` in which comparable numbers have equal imaginary parts, so the statement includes that the occupation is real.

The theorem concerns a single pure state in a finite orthonormal basis. The step from there to electrons in continuous space, with an infinite-dimensional one-particle space, is not supplied by the hypotheses.

In electronic structure theory, the occupation numbers of the natural spin orbitals of a normalised antisymmetric wave function expanded in such a finite basis are the eigenvalues of $\gamma$. Taking $v$ to be a unit eigenvector places them in $[0,1]$, whether or not the fermions interact. Occupations of spatial orbitals, summed over the two spin states of the electron, lie in $[0,2]$ instead.

## Derivation from the number operator

**Trace.** Setting $q=p$ and summing gives $\operatorname{tr}\gamma^{(i)}=\sum_x|\Psi(x)|^2=1$, hence $\operatorname{tr}\gamma=N$. Exchanging the labels of particles $i$ and $j$ in the sum for $\gamma^{(j)}$ changes the sign of both factors, so $\gamma^{(j)}=\gamma^{(i)}$ and $\gamma=N\gamma^{(i)}$.

**Occupation as an expectation value.** Let $P_i$ project particle $i$ onto $v$, and let $n$ count the particles in $v$:

$$(P_i\Phi)(x)=v_{x_i}\sum_q v_q^*\,\Phi(x^{i\to q}),\qquad n=\sum_iP_i .$$

Inserting the definition of $\gamma$,

$$\langle v,\gamma v\rangle=\sum_i\sum_x v_{x_i}^*\Psi(x)\sum_q v_q\Psi(x^{i\to q})^*=\langle n\Psi,\Psi\rangle .$$

**Self-adjointness.** For any $\Phi$ and $\mathrm X$ (capital chi),

$$\langle n\Phi,\mathrm X\rangle=\sum_i\sum_{x,q}v_{x_i}^*v_q\,\Phi(x^{i\to q})^*\,\mathrm X(x).$$

Renaming $(x,q)$ as $(x^{i\to q},x_i)$ turns this into

$$\sum_i\sum_{x,q}v_q^*v_{x_i}\,\Phi(x)^*\,\mathrm X(x^{i\to q})=\langle\Phi,n\mathrm X\rangle .$$

**No double occupation.** For $i\ne j$,

$$(P_iP_j\Psi)(x)=v_{x_i}v_{x_j}\sum_{q,r}v_q^*v_r^*\,\Psi\big((x^{i\to q})^{j\to r}\big).$$

Swapping $q$ and $r$ leaves $v_q^*v_r^*$ unchanged and reverses the sign of $\Psi$. The double sum equals its own negative, so it is zero.

**Idempotence.** Since $\sum_q v_q^*v_q=1$, we have $P_i^2=P_i$. Therefore

$$n^2\Psi=\sum_{i,j}P_iP_j\Psi=\sum_iP_i\Psi=n\Psi .$$

**Two squared norms.** Self-adjointness and idempotence give

$$\langle v,\gamma v\rangle=\langle n^2\Psi,\Psi\rangle=\langle n\Psi,n\Psi\rangle\ge0,$$

$$\|\Psi-n\Psi\|^2=1-\langle\Psi,n\Psi\rangle-\langle n\Psi,\Psi\rangle+\langle n\Psi,n\Psi\rangle=1-\langle v,\gamma v\rangle .$$

The second line is non-negative, which is the upper bound. It vanishes exactly when $n\Psi=\Psi$, so this condition characterises occupation 1.

## The complete Lean code

```lean
import Mathlib

open scoped Matrix ComplexOrder

namespace PauliOccupation

noncomputable section

variable {N d : ℕ}

/-- Wave functions of `N` particles, each of which has `d` basis orbitals. -/
abbrev WaveFn (N d : ℕ) := (Fin N → Fin d) → ℂ

/-- A permutation of the particles multiplies the wave function by its sign. -/
def IsFermionic (Ψ : WaveFn N d) : Prop :=
  ∀ (σ : Equiv.Perm (Fin N)) (x : Fin N → Fin d),
    Ψ (x ∘ σ) = ((Equiv.Perm.sign σ : ℤ) : ℂ) * Ψ x

/-- The density matrix of particle `i`, with all other particles traced out. -/
def particleDensity (Ψ : WaveFn N d) (i : Fin N) : Matrix (Fin d) (Fin d) ℂ :=
  Matrix.of fun p q =>
    ∑ x, if x i = p then Ψ x * star (Ψ (Function.update x i q)) else 0

/-- The one-particle density matrix `γ`, summed over all particles. -/
def densityMatrix (Ψ : WaveFn N d) : Matrix (Fin d) (Fin d) ℂ :=
  ∑ i, particleDensity Ψ i

/-- The operator `|v⟩⟨v|` acting on particle `i`. -/
def orbitalProj (v : Fin d → ℂ) (i : Fin N) (Φ : WaveFn N d) : WaveFn N d :=
  fun x => v (x i) * ∑ q, star (v q) * Φ (Function.update x i q)

/-- The sum of `|v⟩⟨v|` over all particles. For a unit vector `v` this is the number operator of the
orbital `v`. -/
def numberOp (v : Fin d → ℂ) (Φ : WaveFn N d) : WaveFn N d :=
  fun x => ∑ i, orbitalProj v i Φ x

/-- Exchanging two different fermions changes the sign of the wave function. -/
theorem exchange {Ψ : WaveFn N d} (h : IsFermionic Ψ) {i j : Fin N} (hij : i ≠ j)
    (x : Fin N → Fin d) : Ψ (x ∘ Equiv.swap i j) = -Ψ x := by
  rw [h]
  simp [Equiv.Perm.sign_swap hij]

/-- For fermions `γ` is `N` times the density matrix of any single particle. -/
theorem densityMatrix_eq {Ψ : WaveFn N d} (h : IsFermionic Ψ) (i : Fin N) :
    densityMatrix Ψ = (N : ℂ) • particleDensity Ψ i := by
  have same : ∀ j, particleDensity Ψ j = particleDensity Ψ i := by
    intro j
    by_cases hji : j = i
    · rw [hji]
    -- relabel the configurations by exchanging particles `j` and `i`
    let e : Equiv.Perm (Fin N → Fin d) :=
      Function.Involutive.toPerm (fun x => x ∘ Equiv.swap j i)
        (fun x => by funext k; simp)
    ext p q
    simp only [particleDensity, Matrix.of_apply]
    rw [← Equiv.sum_comp e]
    refine Finset.sum_congr rfl fun x _ => ?_
    have h0 : e x = x ∘ Equiv.swap j i := rfl
    have h1 : (x ∘ Equiv.swap j i) j = x i := by simp
    have h2 : Function.update (x ∘ Equiv.swap j i) j q
        = Function.update x i q ∘ Equiv.swap j i := by
      rw [Function.update_comp_equiv]; simp
    rw [h0, h1, h2, exchange h hji, exchange h hji, star_neg, neg_mul_neg]
  rw [densityMatrix, Finset.sum_congr rfl fun j _ => same j, Finset.sum_const,
    Finset.card_univ, Fintype.card_fin, Nat.cast_smul_eq_nsmul]

/-- For a normalised wave function the trace of `γ` is the number of particles. -/
theorem trace_densityMatrix {Ψ : WaveFn N d} (hΨ : star Ψ ⬝ᵥ Ψ = 1) :
    (densityMatrix Ψ).trace = N := by
  have one : ∀ i, (particleDensity Ψ i).trace = 1 := by
    intro i
    refine Eq.trans ?_ hΨ
    simp only [Matrix.trace, Matrix.diag, particleDensity, Matrix.of_apply, dotProduct,
      Pi.star_apply]
    rw [Finset.sum_comm]
    refine Finset.sum_congr rfl fun x _ => ?_
    simp only [Finset.sum_ite_eq, Finset.mem_univ, if_true, Function.update_eq_self]
    ring
  rw [densityMatrix, Matrix.trace_sum]
  simp [one]

/-- For all `v` and `Ψ`, `⟨v, γ v⟩` equals `⟨n Ψ, Ψ⟩`, where `n` is `numberOp v`. -/
theorem occupation_eq (v : Fin d → ℂ) (Ψ : WaveFn N d) :
    star v ⬝ᵥ densityMatrix Ψ *ᵥ v = star (numberOp v Ψ) ⬝ᵥ Ψ := by
  simp only [dotProduct, Matrix.mulVec, densityMatrix, Matrix.sum_apply, particleDensity,
    Matrix.of_apply, numberOp, orbitalProj, Pi.star_apply, star_sum, star_mul', star_star,
    Finset.mul_sum, Finset.sum_mul, ite_mul, zero_mul, mul_ite, mul_zero]
  -- bring the sum over particles to the front on both sides
  refine Eq.trans (Finset.sum_congr rfl fun p _ => Finset.sum_comm) ?_
  refine Eq.trans Finset.sum_comm (Eq.trans ?_ Finset.sum_comm)
  refine Finset.sum_congr rfl fun i _ => ?_
  refine Eq.trans (Finset.sum_congr rfl fun p _ => Finset.sum_comm) ?_
  refine Eq.trans Finset.sum_comm (Finset.sum_congr rfl fun x _ => ?_)
  refine Eq.trans Finset.sum_comm (Finset.sum_congr rfl fun q _ => ?_)
  simp only [Finset.sum_ite_eq, Finset.mem_univ, if_true]
  ring

/-- The number operator of an orbital is self-adjoint. -/
theorem numberOp_selfAdjoint (v : Fin d → ℂ) (Φ Χ : WaveFn N d) :
    star (numberOp v Φ) ⬝ᵥ Χ = star Φ ⬝ᵥ numberOp v Χ := by
  -- exchange the old and the new coordinate of particle `i`
  have flip : ∀ (i : Fin N) (F : (Fin N → Fin d) → Fin d → ℂ),
      ∑ x, ∑ q, F x q = ∑ x, ∑ q, F (Function.update x i q) (x i) := by
    intro i F
    have h : ∀ G : (Fin N → Fin d) → Fin d → ℂ,
        ∑ x, ∑ q, G x q = ∑ z : (Fin N → Fin d) × Fin d, G z.1 z.2 :=
      fun G => by rw [Fintype.sum_prod_type]
    let e : Equiv.Perm ((Fin N → Fin d) × Fin d) :=
      Function.Involutive.toPerm (fun z => (Function.update z.1 i z.2, z.1 i))
        (fun z => by simp)
    rw [h F, h fun x q => F (Function.update x i q) (x i)]
    exact (Equiv.sum_comp e fun z => F z.1 z.2).symm
  simp only [dotProduct, numberOp, orbitalProj, Pi.star_apply, star_sum, star_mul',
    star_star, Finset.mul_sum, Finset.sum_mul]
  refine Eq.trans Finset.sum_comm (Eq.trans ?_ Finset.sum_comm)
  refine Finset.sum_congr rfl fun i _ => Eq.trans (flip i _) ?_
  refine Finset.sum_congr rfl fun x _ => Finset.sum_congr rfl fun q _ => ?_
  simp only [Function.update_self, Function.update_idem, Function.update_eq_self]
  ring

/-- Projecting two different fermions onto the same orbital gives zero. -/
theorem no_double_occupation {Ψ : WaveFn N d} (h : IsFermionic Ψ) (v : Fin d → ℂ)
    {i j : Fin N} (hij : i ≠ j) (x : Fin N → Fin d) :
    orbitalProj v i (orbitalProj v j Ψ) x = 0 := by
  have flip : ∀ a b, Ψ (Function.update (Function.update x i b) j a)
      = -Ψ (Function.update (Function.update x i a) j b) := by
    intro a b
    rw [← exchange h hij]
    congr 1
    funext k
    by_cases hi : k = i
    · rw [hi]; simp [hij]
    by_cases hj : k = j
    · rw [hj]; simp [hij]
    simp [hi, hj, Equiv.swap_apply_of_ne_of_ne hi hj]
  -- the double overlap with `v` equals its own negative
  have anti : ∑ q, ∑ r, star (v q) * star (v r) *
        Ψ (Function.update (Function.update x i q) j r)
      = -∑ q, ∑ r, star (v q) * star (v r) *
        Ψ (Function.update (Function.update x i q) j r) := by
    refine Eq.trans Finset.sum_comm ?_
    simp only [← Finset.sum_neg_distrib]
    refine Finset.sum_congr rfl fun a _ => Finset.sum_congr rfl fun b _ => ?_
    rw [flip a b]
    ring
  have zero : ∑ q, ∑ r, star (v q) * star (v r) *
      Ψ (Function.update (Function.update x i q) j r) = 0 := by
    linear_combination (1 / 2) * anti
  calc orbitalProj v i (orbitalProj v j Ψ) x
      = v (x i) * v (x j) * ∑ q, ∑ r, star (v q) * star (v r) *
          Ψ (Function.update (Function.update x i q) j r) := by
        simp only [orbitalProj, Function.update_of_ne hij.symm, Finset.mul_sum]
        refine Finset.sum_congr rfl fun q _ => Finset.sum_congr rfl fun r _ => ?_
        ring
    _ = 0 := by rw [zero, mul_zero]

/-- On fermionic wave functions the number operator of a unit orbital is idempotent. -/
theorem numberOp_idem {Ψ : WaveFn N d} (h : IsFermionic Ψ) {v : Fin d → ℂ}
    (hv : star v ⬝ᵥ v = 1) : numberOp v (numberOp v Ψ) = numberOp v Ψ := by
  have hv' : ∑ q, star (v q) * v q = 1 := hv
  funext x
  refine Finset.sum_congr rfl fun i _ => ?_
  have lin : orbitalProj v i (numberOp v Ψ) x
      = ∑ j, orbitalProj v i (orbitalProj v j Ψ) x := by
    simp only [numberOp, orbitalProj, Finset.mul_sum]
    exact Finset.sum_comm
  -- only the term `j = i` survives
  rw [lin, Finset.sum_eq_single i
    (fun j _ hj => no_double_occupation h v (Ne.symm hj) x)
    (fun hi => absurd (Finset.mem_univ i) hi)]
  simp only [orbitalProj, Function.update_self, Function.update_idem]
  generalize (∑ r, star (v r) * Ψ (Function.update x i r)) = S
  have hS : ∑ q, star (v q) * (v q * S) = S := by
    simp only [← mul_assoc, ← Finset.sum_mul, hv', one_mul]
  rw [hS]

/-- For a normalised fermionic `Ψ` and a unit orbital `v` with number operator `n`,
one minus the occupation of `v` is the squared norm of `Ψ - n Ψ`. -/
theorem vacancy_eq {Ψ : WaveFn N d} (h : IsFermionic Ψ) (hΨ : star Ψ ⬝ᵥ Ψ = 1)
    {v : Fin d → ℂ} (hv : star v ⬝ᵥ v = 1) :
    star (Ψ - numberOp v Ψ) ⬝ᵥ (Ψ - numberOp v Ψ)
      = 1 - star v ⬝ᵥ densityMatrix Ψ *ᵥ v := by
  have h1 := numberOp_selfAdjoint v Ψ Ψ
  have h2 := numberOp_selfAdjoint v (numberOp v Ψ) Ψ
  rw [numberOp_idem h hv] at h2
  rw [occupation_eq, star_sub, sub_dotProduct, dotProduct_sub, dotProduct_sub]
  linear_combination hΨ + h1 - h2

/-- Pauli principle for occupations: in a normalised fermionic wave function every unit
orbital `v` has a real occupation `⟨v, γ v⟩` between 0 and 1. -/
theorem pauli_bound {Ψ : WaveFn N d} (h : IsFermionic Ψ) (hΨ : star Ψ ⬝ᵥ Ψ = 1)
    {v : Fin d → ℂ} (hv : star v ⬝ᵥ v = 1) :
    0 ≤ star v ⬝ᵥ densityMatrix Ψ *ᵥ v ∧ star v ⬝ᵥ densityMatrix Ψ *ᵥ v ≤ 1 := by
  constructor
  · -- the occupation is the squared norm of `n Ψ`
    have h2 := numberOp_selfAdjoint v (numberOp v Ψ) Ψ
    rw [numberOp_idem h hv] at h2
    rw [occupation_eq, h2]
    exact dotProduct_star_self_nonneg _
  · have h3 := dotProduct_star_self_nonneg (Ψ - numberOp v Ψ)
    rw [vacancy_eq h hΨ hv] at h3
    exact sub_nonneg.mp h3

/-- In a normalised fermionic wave function a unit orbital has occupation 1 exactly when
its number operator leaves the wave function unchanged. -/
theorem occupation_eq_one_iff {Ψ : WaveFn N d} (h : IsFermionic Ψ)
    (hΨ : star Ψ ⬝ᵥ Ψ = 1) {v : Fin d → ℂ} (hv : star v ⬝ᵥ v = 1) :
    star v ⬝ᵥ densityMatrix Ψ *ᵥ v = 1 ↔ numberOp v Ψ = Ψ := by
  have vac := vacancy_eq h hΨ hv
  constructor
  · intro h1
    rw [h1, sub_self] at vac
    exact (sub_eq_zero.mp (dotProduct_star_self_eq_zero.mp vac)).symm
  · intro h1
    rw [h1, sub_self, dotProduct_zero] at vac
    exact (sub_eq_zero.mp vac.symm).symm

end

end PauliOccupation
```

```lean
#print axioms PauliOccupation.densityMatrix_eq
#print axioms PauliOccupation.trace_densityMatrix
#print axioms PauliOccupation.pauli_bound
#print axioms PauliOccupation.occupation_eq_one_iff
```

```
'PauliOccupation.densityMatrix_eq' depends on axioms: [propext, Classical.choice, Quot.sound]
'PauliOccupation.trace_densityMatrix' depends on axioms: [propext, Classical.choice, Quot.sound]
'PauliOccupation.pauli_bound' depends on axioms: [propext, Classical.choice, Quot.sound]
'PauliOccupation.occupation_eq_one_iff' depends on axioms: [propext, Classical.choice, Quot.sound]
```

## From the lemmas to the bound

`exchange` specialises antisymmetry to a swap of two particles. `densityMatrix_eq` and `trace_densityMatrix` confirm that $\gamma$ has the usual form and trace; the bound itself does not use them.

`occupation_eq` expands both sides into finite sums, reorders them with `Finset.sum_comm`, and removes the condition $x_i=p$ with `Finset.sum_ite_eq`. `numberOp_selfAdjoint` performs the renaming of $(x,q)$.

In `no_double_occupation`, `flip` is the sign change under exchange, `anti` says that the double sum equals its negative, and `linear_combination (1 / 2) * anti` concludes that it is zero. `numberOp_idem` then uses `Finset.sum_eq_single` to keep only the term $j=i$.

`vacancy_eq` is the expansion of $\|\Psi-n\Psi\|^2$. `pauli_bound` applies `dotProduct_star_self_nonneg` to $n\Psi$ and to $\Psi-n\Psi$, and `occupation_eq_one_iff` uses the fact that only the zero vector has zero norm.

## Renaming a sum through an involution

Self-adjointness rests on a change of summation variables, which Lean accepts once the change is known to be a bijection. The map $(x,q)\mapsto(x^{i\to q},x_i)$ exchanges the old and new labels of particle $i$, so applying it twice restores the pair. `Function.Involutive.toPerm` turns a map with this property into a permutation, without a separately constructed inverse. `Equiv.sum_comp` then states that the permutation leaves the sum unchanged. `densityMatrix_eq` treats the exchange of two particles in the same way.

## Fluctuations of the occupation

Idempotence also fixes the variance of the particle count in $v$. With $\lambda=\langle v,\gamma v\rangle$, a further line of algebra, not formalised above, gives

$$\langle\Psi,n^2\Psi\rangle-\langle\Psi,n\Psi\rangle^2=\lambda-\lambda^2=\lambda(1-\lambda).$$

The count is therefore free of fluctuations exactly when the orbital is empty or fully occupied.
